# The Verlet recurrence for a harmonic oscillator is time-symmetric at every step size, but its characteristic roots all have modulus one only when (ωh)² ≤ 4

For a harmonic oscillator of frequency ω and time step h, the Verlet recurrence has characteristic polynomial z² − (2 − s)z + 1, with s = (ωh)². The theorem says that for every real s this polynomial is time-symmetric, meaning that its coefficients, reversed, conjugated and multiplied by the constant coefficient, are the original ones. It also says that all its complex roots have modulus one exactly when 0 ≤ s ≤ 4. The attempt proves the symmetry by computing the three coefficients and checking each index. For the equivalence, it finds a real root other than ±1 when s is outside the interval, and splits the root equation into real and imaginary parts when s is inside.

The failing Lean file:

```lean
import Mathlib

open Polynomial ComplexConjugate

namespace SymmetricMultistep

noncomputable section

/-- Every characteristic root has modulus one. -/
def Undamped (Q : ℂ[X]) : Prop := ∀ z : ℂ, Q.eval z = 0 → ‖z‖ = 1

/-- The coefficients read backwards and conjugated agree with the original ones up to the
factor `c₀`. -/
def TimeSymmetric (Q : ℂ[X]) : Prop :=
  ∀ j ≤ Q.natDegree, Q.coeff j = Q.coeff 0 * conj (Q.coeff (Q.natDegree - j))

/-- Characteristic polynomial of the Verlet recurrence for a harmonic oscillator, with `s = (ω h)²`
for frequency `ω` and time step `h`. -/
def verlet (s : ℝ) : ℂ[X] := X ^ 2 - C ((2 - s : ℝ) : ℂ) * X + 1

/-- The Verlet recurrence is time-symmetric for every `s`, but its characteristic roots all have
modulus one exactly for `0 ≤ s ≤ 4`. -/
theorem verlet_symmetric_and_undamped_iff (s : ℝ) :
    TimeSymmetric (verlet s) ∧ (Undamped (verlet s) ↔ 0 ≤ s ∧ s ≤ 4) := by
  have he : ∀ z : ℂ, (verlet s).eval z = z * z - ((2 - s : ℝ) : ℂ) * z + 1 := fun z => by
    simp only [verlet, eval_add, eval_sub, eval_mul, eval_pow, eval_X, eval_C, eval_one, pow_two]
  refine ⟨?_, ?_, ?_⟩
  · have hd : (verlet s).natDegree = 2 := by
      unfold verlet
      compute_degree!
    have h0 : (verlet s).coeff 0 = 1 := by
      simp only [verlet, coeff_add, coeff_sub, coeff_C_mul, coeff_X_pow, coeff_X, coeff_one]
      norm_num
    have h1 : (verlet s).coeff 1 = -((2 - s : ℝ) : ℂ) := by
      simp only [verlet, coeff_add, coeff_sub, coeff_C_mul, coeff_X_pow, coeff_X, coeff_one]
      norm_num
    have h2 : (verlet s).coeff 2 = 1 := by
      simp only [verlet, coeff_add, coeff_sub, coeff_C_mul, coeff_X_pow, coeff_X, coeff_one]
      norm_num
    intro j hj
    rw [hd] at hj ⊢
    interval_cases j <;> simp [h0, h1, h2]
  · intro hu
    by_contra hn
    have hd : 0 < (2 - s) ^ 2 - 4 := by
      by_contra hle
      exact hn ⟨by nlinarith, by nlinarith⟩
    -- outside the stability window there is a real root, which cannot be 1 or -1
    obtain ⟨r, hr⟩ : ∃ r : ℝ, r * r - (2 - s) * r + 1 = 0 :=
      ⟨((2 - s) + √((2 - s) ^ 2 - 4)) / 2, by
        linear_combination (Real.sq_sqrt hd.le) / 4⟩
    have h1 := hu (r : ℂ) (by rw [he]; exact_mod_cast hr)
    rw [Complex.norm_real, Real.norm_eq_abs] at h1
    have hr2 : r ^ 2 = 1 := by rw [← sq_abs, h1]; norm_num
    have hbr : (2 - s) * r = 2 := by linear_combination hr2 - hr
    have hb : (2 - s) ^ 2 = 4 := by
      linear_combination ((2 - s) * r + 2) * hbr - (2 - s) ^ 2 * hr2
    linarith
  · rintro ⟨hs0, hs4⟩ z hz
    rw [he] at hz
    have hr := congrArg Complex.re hz
    have hi := congrArg Complex.im hz
    simp only [Complex.add_re, Complex.sub_re, Complex.mul_re, Complex.ofReal_re,
      Complex.ofReal_im, Complex.one_re, Complex.zero_re] at hr
    simp only [Complex.add_im, Complex.sub_im, Complex.mul_im, Complex.ofReal_re,
      Complex.ofReal_im, Complex.one_im, Complex.zero_im] at hi
    have hp : z.im * (2 * z.re - (2 - s)) = 0 := by linear_combination hi
    have hsq : z.re * z.re + z.im * z.im = 1 := by
      rcases mul_eq_zero.mp hp with hy | hx
      · rw [hy] at hr ⊢
        rcases le_total 0 z.re with h | h
        · have h1 : (z.re - 1) ^ 2 ≤ 0 := by nlinarith [mul_nonneg hs0 h]
          have h2 : z.re - 1 = 0 :=
            (pow_eq_zero_iff two_ne_zero).mp (le_antisymm h1 (sq_nonneg _))
          linear_combination (z.re + 1) * h2
        · have h1 : (z.re + 1) ^ 2 ≤ 0 := by
            nlinarith [mul_nonneg (sub_nonneg.mpr hs4) (neg_nonneg.mpr h)]
          have h2 : z.re + 1 = 0 :=
            (pow_eq_zero_iff two_ne_zero).mp (le_antisymm h1 (sq_nonneg _))
          linear_combination (z.re - 1) * h2
      · linear_combination z.re * hx - hr
    have hn : ‖z‖ ^ 2 = 1 := by
      rw [← Complex.normSq_eq_norm_sq, Complex.normSq_apply, hsq]
    nlinarith [norm_nonneg z]

end

end SymmetricMultistep
```

The error:

```
Main.lean:28:2: error: unsolved goals
case refine_1.«1»
s : ℝ
he : ∀ (z : ℂ), eval z (verlet s) = z * z - ↑(2 - s) * z + 1
hd : (verlet s).natDegree = 2
h0 : (verlet s).coeff 0 = 1
h1 : (verlet s).coeff 1 = -↑(2 - s)
h2 : (verlet s).coeff 2 = 1
j : ℕ
hj : 1 ≤ 2
⊢ 2 = (starRingEnd ℂ) 2
Main.lean:26:53: warning: This simp argument is unused:
  eval_pow

Hint: Omit it from the simp argument list.
  [apply] simp only [verlet, eval_add, eval_sub, eval_mul, eval_X, eval_C, eval_one, pow_two]

Note: This linter can be disabled with `set_option linter.unusedSimpArgs false`
```

The error is in the symmetry check at index 1, where the coefficient −(2 − s) must equal its own conjugate. That number is a real one cast into ℂ, so `Complex.conj_ofReal` would settle the matter at once. But `simp` works on inner terms first, and `Complex.ofReal_sub` split the cast `↑(2 - s)` into `2 - ↑s` before the conjugation was dealt with. The `s` parts then cancelled, leaving `2 = (starRingEnd ℂ) 2`, which is true but which this `simp` call did not close.

The repair turns off the splitting with `-Complex.ofReal_sub`, so the cast stays whole and `Complex.conj_ofReal` removes the conjugation. Naming that lemma is only for explicitness, since `simp` already uses it by default.

The warning is a separate matter: `pow_two` turns `X ^ 2` into a product, which `eval_mul` handles, so `eval_pow` is never used. Removing it is mere tidying.

The repair, with which the file compiles:

```diff
@@ -24,5 +24,5 @@
     TimeSymmetric (verlet s) ∧ (Undamped (verlet s) ↔ 0 ≤ s ∧ s ≤ 4) := by
   have he : ∀ z : ℂ, (verlet s).eval z = z * z - ((2 - s : ℝ) : ℂ) * z + 1 := fun z => by
-    simp only [verlet, eval_add, eval_sub, eval_mul, eval_pow, eval_X, eval_C, eval_one, pow_two]
+    simp only [verlet, eval_add, eval_sub, eval_mul, eval_X, eval_C, eval_one, pow_two]
   refine ⟨?_, ?_, ?_⟩
   · have hd : (verlet s).natDegree = 2 := by
@@ -40,5 +40,5 @@
     intro j hj
     rw [hd] at hj ⊢
-    interval_cases j <;> simp [h0, h1, h2]
+    interval_cases j <;> simp [h0, h1, h2, Complex.conj_ofReal, -Complex.ofReal_sub]
   · intro hu
     by_contra hn
```
